# Zeeman splitting of a doublet with a real g tensor, and the invariance of $gg^T$ and $\det g$ under unitary conjugation

## Moments, field and levels

Indices run over 0, 1, 2, standing for x, y, z. The tensor $g$ is a real 3 by 3 matrix, `Mat₃`; operators on the doublet are complex 2 by 2 matrices, `Mat₂`.

```lean
import Mathlib

open Matrix

namespace GTensor

noncomputable section

local notation "Mat₂" => Matrix (Fin 2) (Fin 2) ℂ
local notation "Mat₃" => Matrix (Fin 3) (Fin 3) ℝ
```

The Pauli matrices $\sigma_0,\sigma_1,\sigma_2$ are written out explicitly.

```lean
/-- The three Pauli matrices, in the order x, y, z. -/
def pauli : Fin 3 → Mat₂ :=
  ![!![0, 1; 1, 0], !![0, -Complex.I; Complex.I, 0], !![1, 0; 0, -1]]
```

The moment components are $m_a=\sum_b g_{ab}\sigma_b$. The row index of $g$ belongs to the field, the column index to the pseudospin. This form is assumed. It suits a Kramers doublet, where Hermiticity makes the coefficients real and oddness under time reversal excludes a multiple of the identity.

```lean
/-- The magnetic moment component `m_a = ∑ b, g_ab σ_b` of a doublet with real tensor `g`. -/
def moment (g : Mat₃) (a : Fin 3) : Mat₂ :=
  ∑ b, (g a b : ℂ) • pauli b
```

In a field $B$ the Hamiltonian is $H=\sum_a B_a m_a$. Here $g$ is the usual g tensor times $\mu_B/2$, where $\mu_B$ is the Bohr magneton and the ½ comes from the pseudospin $\sigma_b/2$. Because a magnetic moment has energy minus moment times field, $m_a$ is the physical moment with its sign reversed. Terms quadratic in the field and coupling to other levels are left out.

```lean
/-- The Zeeman Hamiltonian `∑ a, B_a m_a` in the field `B`. -/
def zeeman (g : Mat₃) (B : Fin 3 → ℝ) : Mat₂ :=
  ∑ a, (B a : ℂ) • moment g a
```

A level is a real $E$ for which $Hv=Ev$ has a solution $v\neq0$.

```lean
/-- The energy levels: real `E` for which `H v = E v` has a nonzero solution `v`. -/
def levels (g : Mat₃) (B : Fin 3 → ℝ) : Set ℝ :=
  {E | ∃ v : Fin 2 → ℂ, v ≠ 0 ∧ zeeman g B *ᵥ v = (E : ℂ) • v}
```

The splitting is the highest level minus the lowest, taken as supremum minus infimum of the set of levels.

```lean
/-- The Zeeman splitting: the highest level minus the lowest. -/
def splitting (g : Mat₃) (B : Fin 3 → ℝ) : ℝ :=
  sSup (levels g B) - sInf (levels g B)
```

Given three matrices $M_a$, a real tensor is read off by $g_{ab}=\tfrac12\,\mathrm{Re}\,\mathrm{tr}(M_a\sigma_b)$.

```lean
/-- The real tensor read off from three matrices `M_a` by `g_ab = Re tr(M_a σ_b) / 2`. -/
def tensorOf (M : Fin 3 → Mat₂) : Mat₃ :=
  Matrix.of fun a b => (M a * pauli b).trace.re / 2
```

## Traces that contain the invariants

Inserting the Pauli matrices gives

$$m_a=\begin{pmatrix} g_{a2} & g_{a0}-ig_{a1}\\ g_{a0}+ig_{a1} & -g_{a2}\end{pmatrix}.$$

```lean
/-- The moment component `m_a` written out as a 2 by 2 matrix. -/
theorem moment_eq (g : Mat₃) (a : Fin 3) :
    moment g a = !![(g a 2 : ℂ), g a 0 - Complex.I * g a 1;
      g a 0 + Complex.I * g a 1, -(g a 2 : ℂ)] := by
  ext i j
  fin_cases i <;> fin_cases j <;> simp [moment, pauli, Fin.sum_univ_three] <;> ring
```

Since $\mathrm{tr}(\sigma_c\sigma_d)=2\delta_{cd}$,

$$\mathrm{tr}(m_am_b)=2\sum_c g_{ac}g_{bc}=2(gg^T)_{ab}.$$

Lean multiplies the explicit matrices and uses $i^2=-1$.

```lean
/-- The trace of a product of two moment components is twice an entry of `g gᵀ`. -/
theorem trace_moment_mul (g : Mat₃) (a b : Fin 3) :
    (moment g a * moment g b).trace = 2 * (((g * gᵀ) a b : ℝ) : ℂ) := by
  simp only [moment_eq, Matrix.mul_fin_two, Matrix.trace_fin_two_of, Matrix.mul_apply,
    Matrix.transpose_apply, Fin.sum_univ_three]
  push_cast
  linear_combination (-2 * (g a 1 : ℂ) * g b 1) * Complex.I_sq
```

Likewise $\mathrm{tr}(\sigma_b\sigma_c\sigma_d)=2i\,\varepsilon_{bcd}$, with $\varepsilon$ the antisymmetric symbol, so

$$\mathrm{tr}(m_0m_1m_2)=2i\sum_{bcd}\varepsilon_{bcd}\,g_{0b}g_{1c}g_{2d}=2i\det g.$$

```lean
/-- The trace of the product of the x, y and z moments is `2i det g`. -/
theorem trace_moment_triple (g : Mat₃) :
    (moment g 0 * moment g 1 * moment g 2).trace = 2 * Complex.I * ((g.det : ℝ) : ℂ) := by
  simp only [moment_eq, Matrix.mul_fin_two, Matrix.trace_fin_two_of, Matrix.det_fin_three]
  push_cast
  ring
```

## The splitting

Define the effective field $h=g^TB$, that is $h_b=\sum_a B_ag_{ab}$. Then $B^Tgg^TB=\sum_b h_b^2\ge0$.

```lean
/-- The quadratic form `Bᵀ g gᵀ B` is the squared length of the effective field `gᵀ B`. -/
theorem form_eq_sum_sq (g : Mat₃) (B : Fin 3 → ℝ) :
    B ⬝ᵥ (g * gᵀ) *ᵥ B = ∑ b, (∑ a, B a * g a b) ^ 2 := by
  simp only [dotProduct, Matrix.mulVec, Matrix.mul_apply, Matrix.transpose_apply,
    Fin.sum_univ_three]
  ring
```

Now $H=\sum_b h_b\sigma_b$, and the secular determinant is

$$\det(H-E)=(h_2-E)(-h_2-E)-(h_0^2+h_1^2)=E^2-B^Tgg^TB.$$

A nonzero $v$ exists exactly when this vanishes, so the levels are $E=\pm\sqrt{B^Tgg^TB}$ and their difference is $2\sqrt{B^Tgg^TB}$. In the proof, `hdet` is the determinant, and `Matrix.exists_mulVec_eq_zero_iff` links it to the eigenvectors. If $h=0$, as in zero field, the two levels coincide at zero and the statement still holds.

```lean
/-- The levels in the field `B` are `±√(Bᵀ g gᵀ B)`, and the splitting is
`2 √(Bᵀ g gᵀ B)`. -/
theorem zeeman_splitting (g : Mat₃) (B : Fin 3 → ℝ) :
    levels g B = {-Real.sqrt (B ⬝ᵥ (g * gᵀ) *ᵥ B), Real.sqrt (B ⬝ᵥ (g * gᵀ) *ᵥ B)} ∧
      splitting g B = 2 * Real.sqrt (B ⬝ᵥ (g * gᵀ) *ᵥ B) := by
  have hq : 0 ≤ B ⬝ᵥ (g * gᵀ) *ᵥ B := by
    rw [form_eq_sum_sq]
    positivity
  have hs := Real.sq_sqrt hq
  have hl : levels g B =
      {-Real.sqrt (B ⬝ᵥ (g * gᵀ) *ᵥ B), Real.sqrt (B ⬝ᵥ (g * gᵀ) *ᵥ B)} := by
    ext E
    -- the secular determinant
    have hdet : (zeeman g B - (E : ℂ) • (1 : Mat₂)).det =
        ((E ^ 2 - B ⬝ᵥ (g * gᵀ) *ᵥ B : ℝ) : ℂ) := by
      simp [zeeman, moment_eq, Matrix.det_fin_two, Fin.sum_univ_three, dotProduct,
        Matrix.mulVec, Matrix.mul_apply]
      linear_combination
        ((B 0 : ℂ) * g 0 1 + B 1 * g 1 1 + B 2 * g 2 1) ^ 2 * Complex.I_sq
    have hv : ∀ v : Fin 2 → ℂ, (zeeman g B - (E : ℂ) • (1 : Mat₂)) *ᵥ v = 0 ↔
        zeeman g B *ᵥ v = (E : ℂ) • v := by
      intro v
      rw [Matrix.sub_mulVec, Matrix.smul_mulVec, Matrix.one_mulVec, sub_eq_zero]
    have h := Matrix.exists_mulVec_eq_zero_iff (M := zeeman g B - (E : ℂ) • (1 : Mat₂))
    simp only [hv, hdet] at h
    rw [levels, Set.mem_ofPred_eq, h, Complex.ofReal_eq_zero, sub_eq_zero,
      Set.mem_insert_iff, Set.mem_singleton_iff]
    constructor
    · intro hE
      exact (sq_eq_sq_iff_eq_or_eq_neg.mp (hE.trans hs.symm)).symm
    · rintro (hE | hE)
      · rw [hE, neg_sq, hs]
      · rw [hE, hs]
  refine ⟨hl, ?_⟩
  have h0 := Real.sqrt_nonneg (B ⬝ᵥ (g * gᵀ) *ᵥ B)
  rw [splitting, hl, csSup_pair, csInf_pair, max_eq_right (by linarith),
    min_eq_left (by linarith)]
  ring
```

## Conjugation by a unitary

A Hermitian traceless matrix has the form

$$M=\begin{pmatrix}p&\bar z\\ z&-p\end{pmatrix},\qquad p\in\mathbb R,$$

and $\tfrac12\mathrm{tr}(M\sigma_b)$ equals $\mathrm{Re}\,z$, $\mathrm{Im}\,z$, $p$ for $b=0,1,2$. These are the coefficients that rebuild $M$. Lean compares real and imaginary parts entry by entry.

```lean
/-- If `M_a` is Hermitian and traceless, it is the moment component `m_a` of the tensor
read off from `M`. -/
theorem moment_tensorOf (M : Fin 3 → Mat₂) (a : Fin 3)
    (hH : (M a)ᴴ = M a) (ht : (M a).trace = 0) : moment (tensorOf M) a = M a := by
  have k0 : tensorOf M a 0 = ((M a 0 1).re + (M a 1 0).re) / 2 := by
    simp [tensorOf, pauli, Matrix.trace_fin_two, Matrix.mul_apply, Fin.sum_univ_two]
  have k1 : tensorOf M a 1 = ((M a 1 0).im - (M a 0 1).im) / 2 := by
    simp [tensorOf, pauli, Matrix.trace_fin_two, Matrix.mul_apply, Fin.sum_univ_two]
    ring
  have k2 : tensorOf M a 2 = ((M a 0 0).re - (M a 1 1).re) / 2 := by
    simp [tensorOf, pauli, Matrix.trace_fin_two, Matrix.mul_apply, Fin.sum_univ_two]
    ring
  have h00 := congrFun (congrFun hH 0) 0
  have h01 := congrFun (congrFun hH 0) 1
  have h11 := congrFun (congrFun hH 1) 1
  rw [Matrix.trace_fin_two] at ht
  simp only [Matrix.conjTranspose_apply, Complex.star_def, Complex.ext_iff, Complex.conj_re,
    Complex.conj_im, Complex.add_re, Complex.add_im, Complex.zero_re, Complex.zero_im]
    at h00 h01 h11 ht
  obtain ⟨-, h00⟩ := h00
  obtain ⟨h01, h01'⟩ := h01
  obtain ⟨-, h11⟩ := h11
  obtain ⟨ht, -⟩ := ht
  rw [moment_eq]
  ext i j
  fin_cases i <;> fin_cases j <;> apply Complex.ext <;> simp <;> linarith
```

Suppose $m'_a=Um_aU^\dagger$, where $m'_a$ are the moments of $g'$. Because $U^\dagger U=1$, the inner factors cancel in products (`hc`), and cyclicity removes the outer ones from the trace (`ht`):

$$\mathrm{tr}(m'_am'_b)=\mathrm{tr}(m_am_b),\qquad \mathrm{tr}(m'_0m'_1m'_2)=\mathrm{tr}(m_0m_1m_2).$$

Dividing by $2$ and $2i$ gives $g'g'^T=gg^T$ and $\det g'=\det g$.

```lean
/-- If a unitary `U` carries the moments of `g` into those of `g'`, then `g` and `g'` have
the same `g gᵀ` and the same determinant. -/
theorem invariants_of_conj {g g' : Mat₃} {U : Mat₂}
    (hU : U ∈ Matrix.unitaryGroup (Fin 2) ℂ)
    (h : ∀ a, moment g' a = U * moment g a * Uᴴ) :
    g' * g'ᵀ = g * gᵀ ∧ g'.det = g.det := by
  have hUU : Uᴴ * U = 1 := Matrix.mem_unitaryGroup_iff'.mp hU
  have hc : ∀ X Y : Mat₂, U * X * Uᴴ * (U * Y * Uᴴ) = U * (X * Y) * Uᴴ := by
    intro X Y
    calc U * X * Uᴴ * (U * Y * Uᴴ) = U * X * (Uᴴ * U) * Y * Uᴴ := by
          simp only [Matrix.mul_assoc]
      _ = U * (X * Y) * Uᴴ := by
          rw [hUU, Matrix.mul_one]
          simp only [Matrix.mul_assoc]
  have ht : ∀ X : Mat₂, (U * X * Uᴴ).trace = X.trace := by
    intro X
    rw [Matrix.trace_mul_cycle, hUU, Matrix.one_mul]
  constructor
  · ext a b
    have e := trace_moment_mul g' a b
    rw [h a, h b, hc, ht, trace_moment_mul] at e
    exact (Complex.ofReal_injective (mul_left_cancel₀ two_ne_zero e)).symm
  · have e := trace_moment_triple g'
    rw [h 0, h 1, h 2, hc, hc, ht, trace_moment_triple] at e
    have hI : (2 * Complex.I : ℂ) ≠ 0 := mul_ne_zero two_ne_zero Complex.I_ne_zero
    exact (Complex.ofReal_injective (mul_left_cancel₀ hI e)).symm
```

Such a $g'$ always exists: $Um_aU^\dagger$ is again Hermitian and traceless, so the tensor read off from it reproduces it. For electronic-structure results reduced to this two-state, linear-field model, $gg^T$ and $\det g$ can therefore be compared between calculations that use the same field axes but different orthonormal bases of the doublet.

```lean
/-- Conjugating all moments by a unitary `U` gives the moments of another real tensor, with
the same `g gᵀ` and the same determinant. -/
theorem unitary_invariance (g : Mat₃) {U : Mat₂}
    (hU : U ∈ Matrix.unitaryGroup (Fin 2) ℂ) :
    let g' := tensorOf fun a => U * moment g a * Uᴴ
    (∀ a, moment g' a = U * moment g a * Uᴴ) ∧ g' * g'ᵀ = g * gᵀ ∧ g'.det = g.det := by
  intro g'
  have hUU : Uᴴ * U = 1 := Matrix.mem_unitaryGroup_iff'.mp hU
  have key : ∀ a, moment g' a = U * moment g a * Uᴴ := by
    intro a
    have hm : (moment g a)ᴴ = moment g a := by
      rw [moment_eq]
      ext i j
      fin_cases i <;> fin_cases j <;> simp [Matrix.conjTranspose_apply]
      ring
    apply moment_tensorOf (fun a => U * moment g a * Uᴴ) a
    · simp only [Matrix.conjTranspose_mul, Matrix.conjTranspose_conjTranspose, hm,
        Matrix.mul_assoc]
    · rw [Matrix.trace_mul_cycle, hUU, Matrix.one_mul, moment_eq, Matrix.trace_fin_two_of]
      ring
  exact ⟨key, invariants_of_conj hU key⟩
```

## What the splittings determine

Let $S=gg^T$. Equal splittings in every field mean equal $B^TSB$. A field along axis $a$ gives $S_{aa}$; a field with unit components along $a$ and $b$ gives $S_{aa}+S_{bb}+2S_{ab}$. Six fields thus fix $S$, and conversely $S$ fixes every splitting.

```lean
/-- Two tensors give the same splitting in every field exactly when they have the same
`g gᵀ`. -/
theorem splitting_eq_iff (g g' : Mat₃) :
    (∀ B, splitting g B = splitting g' B) ↔ g * gᵀ = g' * g'ᵀ := by
  constructor
  · intro h
    have hq : ∀ B : Fin 3 → ℝ, B ⬝ᵥ (g * gᵀ) *ᵥ B = B ⬝ᵥ (g' * g'ᵀ) *ᵥ B := by
      intro B
      have e := h B
      rw [(zeeman_splitting g B).2, (zeeman_splitting g' B).2] at e
      refine (Real.sqrt_inj ?_ ?_).mp (mul_left_cancel₀ two_ne_zero e)
      · rw [form_eq_sum_sq]
        positivity
      · rw [form_eq_sum_sq]
        positivity
    -- six field directions fix the six entries of a symmetric tensor
    have h0 := hq ![1, 0, 0]
    have h1 := hq ![0, 1, 0]
    have h2 := hq ![0, 0, 1]
    have h01 := hq ![1, 1, 0]
    have h02 := hq ![1, 0, 1]
    have h12 := hq ![0, 1, 1]
    simp [dotProduct, Matrix.mulVec, Matrix.mul_apply, Fin.sum_univ_three]
      at h0 h1 h2 h01 h02 h12
    ext i j
    fin_cases i <;> fin_cases j <;> simp [Matrix.mul_apply, Fin.sum_univ_three] <;> linarith
  · intro h B
    rw [(zeeman_splitting g B).2, (zeeman_splitting g' B).2, h]
```

The sign of $\det g$ is invisible here: $(-g)(-g)^T=gg^T$, while $\det(-g)=-\det g$. When $\det g\ne0$, the invariance of the determinant forbids a unitary taking the moments of $g$ to those of $-g$.

```lean
/-- The tensors `g` and `-g` give the same splitting in every field, but if `det g ≠ 0` no
unitary carries the moments of `g` into those of `-g`. -/
theorem sign_of_det_not_in_splitting (g : Mat₃) (hg : g.det ≠ 0) :
    (∀ B, splitting (-g) B = splitting g B) ∧
      ¬ ∃ U ∈ Matrix.unitaryGroup (Fin 2) ℂ, ∀ a, moment (-g) a = U * moment g a * Uᴴ := by
  constructor
  · rw [splitting_eq_iff, Matrix.transpose_neg, neg_mul_neg]
  · rintro ⟨U, hU, h⟩
    have e := (invariants_of_conj hU h).2
    have hn : (-g).det = -g.det := by
      rw [Matrix.det_neg, Fintype.card_fin]
      ring
    rw [hn] at e
    exact hg (by linarith)

end

end GTensor
```

In the Ising limit, where only $g_{22}$ is nonzero, the splitting is $2|g_{22}B_2|$ and $\det g=0$. Conjugation by $\sigma_0$ then reverses $\sigma_2$ and does connect $g$ with $-g$.

The trace argument also treats antiunitary conjugation, though that variant is left to the reader and not formalised. Traces become complex conjugated, so the real $\mathrm{tr}(m_am_b)$ survives and the imaginary $\mathrm{tr}(m_0m_1m_2)$ changes sign: $gg^T$ is kept and $\det g$ is reversed. Time reversal, which sends $m_a$ to $-m_a$, is an example.

```lean
#print axioms GTensor.unitary_invariance
#print axioms GTensor.sign_of_det_not_in_splitting
```

```
'GTensor.unitary_invariance' depends on axioms: [propext, Classical.choice, Quot.sound]
'GTensor.sign_of_det_not_in_splitting' depends on axioms: [propext, Classical.choice, Quot.sound]
```
